# Removing self-interaction from a product of three neighbour sums

An atom in a liquid or a solid has a list of neighbours within some cutoff, and a body-ordered potential writes its energy as contributions from one neighbour, from pairs of neighbours, from triples, and so on. A triple contribution built from three one-neighbour functions $a$, $b$, $c$ requires a sum of $a_i b_j c_k$ over three different neighbours, where $a_i$ is the value of $a$ at neighbour $i$. The density trick replaces this triple sum by a product of single sums. With brackets for sums over all neighbours,

$$[a]=\sum_i a_i,\qquad [ab]=\sum_i a_i b_i,\qquad [abc]=\sum_i a_i b_i c_i,$$

the product is

$$[a][b][c]=\sum_{i,j,k}a_i b_j c_k .$$

This is cheap to evaluate, but it contains the terms with $i=j$, $i=k$ or $j=k$, in which a neighbour interacts with itself. An atom with a single neighbour would then receive a "triple" energy $a_1b_1c_1$. The unwanted terms can be removed using only further single sums:

$$\sum_{\substack{i,j,k\\ \text{pairwise distinct}}} a_i b_j c_k=[a][b][c]-[ab][c]-[ac][b]-[bc][a]+2[abc].$$

The derivation below adds one factor at a time and subtracts, at each addition, the cases in which the new factor lands on an occupied neighbour.

## Neighbours, channels and cluster sums

The neighbours are the elements of a finite type `ι`, and a channel is a function `ι → R` with values in a commutative ring `R`. For a potential, `R` is the real or the complex numbers, and $a_i$ might be a radial function times a spherical harmonic evaluated at the position of neighbour $i$ relative to the centre. The central atom itself is not an element of `ι`.

In Lean 4 with Mathlib:

```lean
import Mathlib

open Finset
open scoped Classical

namespace BodyOrderPurification

noncomputable section

variable {ι R : Type*} [Fintype ι] [CommRing R] {n : ℕ}
```

For $n$ channels $f_0,\dots,f_{n-1}$, let the cluster sum be

$$C(f_0,\dots,f_{n-1})=\sum_{\substack{v_0,\dots,v_{n-1}\\ \text{pairwise distinct}}}\ \prod_{m=0}^{n-1} f_m(v_m),$$

where $v_m$ is the neighbour that carries factor $m$. The sum runs over ordered assignments, so every set of $n$ neighbours enters $n!$ times, once for each way of distributing the factors.

```lean
/-- The sum over all assignments of `n` factors to pairwise distinct neighbours
of the product of the factors. -/
def clusterSum (f : Fin n → ι → R) : R :=
  ∑ v : Fin n → ι, if Function.Injective v then ∏ m, f m (v m) else 0
```

An assignment is a function `v : Fin n → ι`, and distinctness of the neighbours is injectivity of `v`. Distinct means distinct as labels: two neighbours at which all channels take equal values still count as two, and so do two periodic images of one atom if both are in the neighbour list.

When a new factor $g$ falls on the neighbour that already carries factor $m$, the two act together as one factor $g f_m$. The list of channels keeps its length, with

$$f_m\ \longrightarrow\ g f_m,\qquad f_l\ \longrightarrow\ f_l\quad (l\neq m).$$

```lean
/-- The list of factors `f` with the extra factor `g` multiplied into factor number `m`,
so that both sit on the same neighbour. -/
def absorb (g : ι → R) (f : Fin n → ι → R) (m : Fin n) : Fin n → ι → R :=
  fun l i => (if l = m then g i else 1) * f l i
```

## Placing one more factor

A sum over $n+1$ neighbours can be carried out by choosing the first one, $i$, and then the tuple $v$ of the others:

$$\sum_{w\in\iota^{\,n+1}}F(w)=\sum_{i}\sum_{v\in\iota^{\,n}}F(i,v_0,\dots,v_{n-1}).$$

```lean
/-- A sum over tuples of `n + 1` neighbours is a sum over the first neighbour and over
the tuple of the others. -/
theorem sum_tuple (F : (Fin (n + 1) → ι) → R) :
    ∑ v, F v = ∑ i, ∑ v : Fin n → ι, F (Matrix.vecCons i v) :=
  ((Fin.consEquiv (fun _ => ι)).sum_comp F).symm.trans (Fintype.sum_prod_type _)
```

Here `Matrix.vecCons i v` is the tuple with $i$ placed in front of $v$.

Now hold the old neighbours fixed and suppose that they are distinct. The new factor may use any neighbour that is still free, and the sum over the free ones is the full sum less the occupied values:

$$\sum_{i\notin\{v_0,\dots,v_{n-1}\}} g_i=[g]-\sum_{m=0}^{n-1} g(v_m).$$

Distinctness enters because the right-hand side subtracts one value per factor. With $v=(i,i)$ it would subtract $g_i$ twice, although only one neighbour is occupied.

```lean
/-- If the occupied neighbours `v` are distinct, the sum of `g` over the free neighbours is
the full sum minus the values of `g` on the occupied ones. -/
theorem sum_free_neighbours (g : ι → R) {v : Fin n → ι} (hv : Function.Injective v) :
    ∑ i, (if i ∈ Set.range v then 0 else g i) = ∑ i, g i - ∑ m, g (v m) := by
  have h : ∑ m, g (v m) = ∑ i, if i ∈ Set.range v then g i else 0 := by
    rw [← Finset.sum_filter,
      ← Finset.sum_image (s := Finset.univ) (g := v) (f := g) (fun x _ y _ e => hv e)]
    exact Finset.sum_congr (by ext i; simp) (fun _ _ => rfl)
  rw [eq_sub_iff_add_eq, h, ← Finset.sum_add_distrib]
  refine Finset.sum_congr rfl fun i _ => ?_
  split_ifs <;> simp
```

The auxiliary statement `h` turns the sum over factors into a sum over occupied neighbours, and this is where injectivity is used. The free and the occupied parts are then added, and `split_ifs` confirms for each neighbour that exactly one part contributes $g_i$.

The subtracted terms have to be recognised as cluster sums themselves. If $g$ has been merged into factor $m$, the product over the factors gains the value of $g$ at the neighbour carrying that factor:

$$\prod_{l}\tilde f_l(v_l)=g(v_m)\prod_l f_l(v_l),\qquad \tilde f=\text{the merged list}.$$

```lean
omit [Fintype ι] in
/-- Absorbing `g` into factor `m` multiplies the product of the factors by the value of `g`
on the neighbour that carries factor `m`. -/
theorem prod_absorb (g : ι → R) (f : Fin n → ι → R) (m : Fin n) (v : Fin n → ι) :
    ∏ l, absorb g f m l (v l) = g (v m) * ∏ l, f l (v l) := by
  simp only [absorb, Finset.prod_mul_distrib, Finset.prod_ite_eq', Finset.mem_univ, if_true]
```

The proof separates the inserted factors from the old ones. All the inserted factors are $1$ except the one at $l=m$.

These steps combine into a recursion. Splitting off the new neighbour and summing over it first,

$$\begin{aligned}
C(g,f_0,\dots,f_{n-1})
&=\sum_{v\ \text{distinct}}\Big(\prod_l f_l(v_l)\Big)\sum_{i\notin\{v_0,\dots,v_{n-1}\}}g_i\\
&=\sum_{v\ \text{distinct}}\Big(\prod_l f_l(v_l)\Big)\Big([g]-\sum_m g(v_m)\Big)\\
&=[g]\,C(f_0,\dots,f_{n-1})-\sum_{m}C(f_0,\dots,g f_m,\dots,f_{n-1}).
\end{aligned}$$

The first term lets $g$ sit on any neighbour, free or occupied, and each of the $n$ others removes one possible collision. The recursion holds for every $n$, including $n=0$, where there is nothing to collide with.

```lean
/-- Purification recursion at every order: adding a factor `g` on a new neighbour gives the sum of
`g` over all neighbours times the old cluster sum, minus the terms in which `g` sits on a neighbour
already occupied. -/
theorem clusterSum_cons (g : ι → R) (f : Fin n → ι → R) :
    clusterSum (Matrix.vecCons g f) =
      (∑ i, g i) * clusterSum f - ∑ m, clusterSum (absorb g f m) := by
  unfold clusterSum
  -- compare both sides for each fixed choice `v` of the old neighbours
  rw [sum_tuple, Finset.sum_comm (s := (Finset.univ : Finset ι)), Finset.mul_sum,
    Finset.sum_comm (s := (Finset.univ : Finset (Fin n))), ← Finset.sum_sub_distrib]
  refine Finset.sum_congr rfl fun v _ => ?_
  have hc : ∀ i, Function.Injective (Matrix.vecCons i v) ↔
      i ∉ Set.range v ∧ Function.Injective v := fun i => Fin.cons_injective_iff
  by_cases hv : Function.Injective v
  · simp only [hc, hv, and_true, if_true, prod_absorb, Fin.prod_univ_succ,
      Matrix.cons_val_zero, Matrix.cons_val_succ]
    -- the new factor is summed over the free neighbours only
    rw [← Finset.sum_mul, ← sub_mul, ← sum_free_neighbours g hv, Finset.sum_mul]
    refine Finset.sum_congr rfl fun i _ => ?_
    by_cases h : i ∈ Set.range v <;>
      simp only [h, not_true_eq_false, not_false_eq_true, if_true, if_false, zero_mul]
  · simp [hc, hv]
```

The opening rewrites exchange the order of summation, so that both sides become sums over $v$ and can be compared for one $v$ at a time. The statement `hc` says that the enlarged tuple is distinct exactly when $i$ is free and $v$ is distinct. If $v$ has a repetition, both sides are zero. Otherwise the common product is factored out and `sum_free_neighbours` supplies the second line of the calculation above.

## From two factors to three

The recursion starts from the empty cluster. There is one way to assign no factors, and its empty product is $1$, so $C()=1$. Then

$$C(c)=[c]\,C()=[c],\qquad C(a,b)=[a]\,C(b)-C(ab)=[a][b]-[ab].$$

```lean
/-- For two factors, the sum over distinct neighbours is `[a][b] - [ab]`. -/
theorem clusterSum_two (a b : ι → R) :
    clusterSum ![a, b] = (∑ i, a i) * (∑ i, b i) - ∑ i, a i * b i := by
  have h0 : clusterSum (![] : Fin 0 → ι → R) = 1 := by
    simp [clusterSum, Function.injective_of_subsingleton]
  have h1 : ∀ c : ι → R, clusterSum ![c] = ∑ i, c i := fun c => by
    refine (clusterSum_cons (n := 0) c ![]).trans ?_
    rw [h0]
    simp
  have h : absorb a ![b] 0 = ![fun i => a i * b i] := by
    ext l i
    fin_cases l
    simp [absorb]
  refine (clusterSum_cons (n := 1) a ![b]).trans ?_
  rw [Fin.sum_univ_one, h, h1, h1]
```

The statements `h0` and `h1` are the values for zero and one factor, and `h` identifies the merged list with the single channel $ab$.

For three factors the cluster sum is the triple sum that the potential needs, since the tuple $(i,j,k)$ is free of repetitions exactly when $i\neq j$, $i\neq k$ and $j\neq k$:

$$C(a,b,c)=\sum_i\sum_j\sum_k a_i b_j c_k\quad\text{restricted to } i\neq j,\ i\neq k,\ j\neq k.$$

```lean
/-- For three factors, the cluster sum is the triple sum over pairwise distinct
neighbours `i`, `j`, `k`. -/
theorem clusterSum_three (a b c : ι → R) :
    clusterSum ![a, b, c] =
      ∑ i, ∑ j, ∑ k, if i ≠ j ∧ i ≠ k ∧ j ≠ k then a i * b j * c k else 0 := by
  unfold clusterSum
  rw [sum_tuple]
  refine Finset.sum_congr rfl fun i _ => ?_
  rw [sum_tuple]
  refine Finset.sum_congr rfl fun j _ => ?_
  rw [sum_tuple]
  refine Finset.sum_congr rfl fun k _ => ?_
  rw [Fintype.sum_subsingleton _ (![] : Fin 0 → ι)]
  have h : Function.Injective ![i, j, k] ↔ i ≠ j ∧ i ≠ k ∧ j ≠ k := by
    constructor
    · intro h
      exact ⟨fun e => absurd (@h 0 1 e) (by decide), fun e => absurd (@h 0 2 e) (by decide),
        fun e => absurd (@h 1 2 e) (by decide)⟩
    · rintro ⟨h1, h2, h3⟩ x y e
      fin_cases x <;> fin_cases y <;> simp_all
  rw [Fin.prod_univ_three]
  exact if_congr h rfl rfl
```

Three uses of `sum_tuple` unpack the tuple into $i$, $j$ and $k$. The inner `h` is the equivalence between injectivity and the three inequalities, proved by running through the positions in the tuple.

It remains to apply the recursion once more. The factor $a$ can collide with the neighbour of $b$ or with that of $c$, hence

$$\begin{aligned}
C(a,b,c)&=[a]\,C(b,c)-C(ab,c)-C(b,ac)\\
&=[a]\big([b][c]-[bc]\big)-\big([ab][c]-[abc]\big)-\big([b][ac]-[abc]\big)\\
&=[a][b][c]-[ab][c]-[ac][b]-[bc][a]+2[abc].
\end{aligned}$$

The coefficient $2$ comes from the two merged cluster sums, each of which returns one $[abc]$.

```lean
/-- Removal of self-interaction from the density trick: the sum of `a i * b j * c k` over
pairwise distinct neighbours is `[a][b][c] - [ab][c] - [ac][b] - [bc][a] + 2[abc]`,
where brackets denote sums over all neighbours. -/
theorem sum_distinct_triples (a b c : ι → R) :
    (∑ i, ∑ j, ∑ k, if i ≠ j ∧ i ≠ k ∧ j ≠ k then a i * b j * c k else 0) =
      (∑ i, a i) * (∑ i, b i) * (∑ i, c i)
        - (∑ i, a i * b i) * (∑ i, c i) - (∑ i, a i * c i) * (∑ i, b i)
        - (∑ i, b i * c i) * (∑ i, a i) + 2 * ∑ i, a i * b i * c i := by
  rw [← clusterSum_three]
  -- the factor `a` may collide with the neighbour of `b` or with that of `c`
  have h0 : absorb a ![b, c] 0 = ![fun i => a i * b i, c] := by
    ext l i
    fin_cases l <;> simp [absorb]
  have h1 : absorb a ![b, c] 1 = ![b, fun i => a i * c i] := by
    ext l i
    fin_cases l <;> simp [absorb]
  have e : ∑ i, b i * (a i * c i) = ∑ i, a i * b i * c i :=
    Finset.sum_congr rfl fun i _ => by ring
  refine (clusterSum_cons (n := 2) a ![b, c]).trans ?_
  rw [Fin.sum_univ_two, h0, h1, clusterSum_two, clusterSum_two, clusterSum_two, e]
  ring
```

In words, for any finite set of neighbours and any three channels with values in a commutative ring, the restricted triple sum equals the stated combination of unrestricted single sums. In the code, `h0` and `h1` are the two merged lists, `clusterSum_two` is used for each of the three remaining cluster sums, `e` reorders the factors in one $[abc]$, and `ring` collects the terms.

The statement concerns only the sum over neighbours. It assumes no rotational symmetry, cutoff function or particular basis, and it says nothing about how well a potential built from such terms describes a material. Matrix-valued channels that do not commute lie outside its hypotheses, and so does floating-point arithmetic, which does not satisfy the ring laws.

To evaluate the triple term with this identity, a program can go through the neighbour list of each central atom once, compute $a_i$, $b_i$, $c_i$ and add to seven running sums: $[a]$, $[b]$, $[c]$, $[ab]$, $[ac]$, $[bc]$ and $[abc]$. The identity then combines them into the triple term, at a cost that does not depend on the number of neighbours. With $50$ neighbours the direct sum would visit $50\cdot49\cdot48=117\,600$ ordered triples. For a machine-learned potential with a finite neighbour list and triple terms of this product form, the identity therefore gives a pure four-body contribution, centre included, with work linear in the number of neighbours for each choice of channels.

## One channel, and environments with few neighbours

If all three factors use the same channel, the three pair corrections coincide:

$$\sum_{\substack{i,j,k\\ \text{pairwise distinct}}}a_i a_j a_k=[a]^3-3[a^2][a]+2[a^3].$$

Setting $a_i=1$ for $N$ neighbours turns the right-hand side into $N^3-3N^2+2N=N(N-1)(N-2)$, the number of ordered triples of distinct neighbours.

```lean
/-- For a single channel `a`, the sum over pairwise distinct triples of neighbours is
`[a]^3 - 3[a^2][a] + 2[a^3]`. -/
theorem sum_distinct_triples_single (a : ι → R) :
    (∑ i, ∑ j, ∑ k, if i ≠ j ∧ i ≠ k ∧ j ≠ k then a i * a j * a k else 0) =
      (∑ i, a i) ^ 3 - 3 * (∑ i, a i ^ 2) * (∑ i, a i) + 2 * ∑ i, a i ^ 3 := by
  rw [sum_distinct_triples]
  simp only [sq, pow_three']
  ring
```

The proof substitutes $b=c=a$ in the general identity, writes the powers out as repeated products and lets `ring` collect the terms.

The smallest environments show what the corrections do. With one neighbour, every bracket is a single term, and the general formula gives

$$a_1b_1c_1-3\,a_1b_1c_1+2\,a_1b_1c_1=0,$$

whereas the uncorrected product would leave $a_1b_1c_1$. With two neighbours the triple sum is again zero, because three factors cannot occupy two neighbours without a repetition. The same holds at every order: if the number of neighbours is less than $n$, no distinct assignment exists and

$$C(f_0,\dots,f_{n-1})=0 .$$

```lean
/-- A cluster sum with more factors than there are neighbours vanishes. -/
theorem clusterSum_eq_zero (f : Fin n → ι → R) (h : Fintype.card ι < n) :
    clusterSum f = 0 := by
  unfold clusterSum
  refine Finset.sum_eq_zero fun v _ => if_neg fun hv => ?_
  have hcard := Fintype.card_le_of_injective v hv
  rw [Fintype.card_fin] at hcard
  omega

end

end BodyOrderPurification
```

The hypothesis `Fintype.card ι < n` is the shortage of neighbours. An injective assignment would require at least $n$ of them, so the condition in `clusterSum` fails for every `v` and each term of the sum is zero. In an isolated dimer each atom has at most one neighbour, so a purified triple term contributes no energy, whatever the channels are.

```lean
#print axioms BodyOrderPurification.sum_distinct_triples
#print axioms BodyOrderPurification.sum_distinct_triples_single
#print axioms BodyOrderPurification.clusterSum_eq_zero
```

```
'BodyOrderPurification.sum_distinct_triples' depends on axioms: [propext, Classical.choice, Quot.sound]
'BodyOrderPurification.sum_distinct_triples_single' depends on axioms: [propext, Classical.choice, Quot.sound]
'BodyOrderPurification.clusterSum_eq_zero' depends on axioms: [propext, Classical.choice, Quot.sound]
```
